# The overlap of two pure states bounds the mean inconclusive rate of error-free discrimination at equal priors

Suppose an optical link sends one of two weak laser pulses, the coherent states $|\alpha\rangle$ and $|-\alpha\rangle$, equally often, and its receiver must never name the wrong one. To budget the link, one computes the overlap $|\langle\alpha|{-\alpha}\rangle| = e^{-2|\alpha|^2}$ and enters it as a lower bound on the fraction of pulses that end without a verdict. At a mean photon number $|\alpha|^2 = 0.5$ the bound is $e^{-1}\approx 0.368$. Of 1000 pulses, about 368 or more are then inconclusive on average, and at most about 632 deliver a bit.

The physical problem is this. A system is prepared in one of two known pure states $u$ and $v$. A single measurement may answer "$u$", answer "$v$" or decline to answer, and an answer, when given, must be correct. How often must it decline? In quantum mechanics this limits what one measurement can extract from non-orthogonal states, here for two known pure states and strictly zero error.

## States, outcomes and probabilities

The states are vectors in a complex inner product space $H$ of any dimension, which need not be complete. The inner product $\langle x,y\rangle$ is linear in its second argument, as in Dirac notation.

```lean
import Mathlib

open scoped InnerProductSpace ComplexConjugate

namespace UnambiguousDiscrimination

noncomputable section

variable {H : Type*} [NormedAddCommGroup H] [InnerProductSpace ℂ H]
```

An outcome is described by a linear operator $A$ on $H$, and its probability in the state $x$ is the expectation value $\langle x,Ax\rangle$. The definition takes the real part so that the result is a real number. The name `prob` is literal only for unit vectors; for a general $x\neq0$ the probability is $\langle x,Ax\rangle/\|x\|^2$.

```lean
/-- The expectation value `Re ⟨x, A x⟩`: for a unit vector `x` and a measurement operator `A`,
the probability of the outcome `A` in the state `x`. -/
def prob (A : H →ₗ[ℂ] H) (x : H) : ℝ := (⟪x, A x⟫_ℂ).re
```

Probabilities must not be negative, so $A$ has to be positive semidefinite. `IsPos` says this in two parts: $\langle Ax,y\rangle=\langle x,Ay\rangle$ for all $x,y$, and $\langle x,Ax\rangle\ge0$ for all $x$. Zero expectation values are allowed, although the name suggests strict positivity.

```lean
/-- A positive operator: symmetric, with non-negative expectation values. -/
def IsPos (A : H →ₗ[ℂ] H) : Prop := A.IsSymmetric ∧ ∀ x, 0 ≤ prob A x
```

The measurement has three outcomes: $E$ announces $u$, $F$ announces $v$, and $R$ is inconclusive. Some outcome always occurs, and no announcement is wrong:

$$E+F+R=I,\qquad \langle v,Ev\rangle=0,\qquad \langle u,Fu\rangle=0 .$$

These conditions, with positivity of the three operators, form the structure `IsUnambiguous`. That a real receiver satisfies them is a separate physical assumption: dark counts, for example, give wrong announcements a small but non-zero rate.

```lean
/-- A three-outcome measurement that never errs on `u` and `v`: outcome `E` announces `u` and
never occurs on `v`, outcome `F` announces `v` and never occurs on `u`, and `R` is inconclusive. -/
structure IsUnambiguous (u v : H) (E F R : H →ₗ[ℂ] H) : Prop where
  posE : IsPos E
  posF : IsPos F
  posR : IsPos R
  complete : E + F + R = LinearMap.id
  noErrorE : prob E v = 0
  noErrorF : prob F u = 0
```

## Cauchy–Schwarz for a positive operator

For positive $A$, the form $\langle x,Ay\rangle$ obeys

$$|\langle x,Ay\rangle|^2\le\langle x,Ax\rangle\,\langle y,Ay\rangle .$$

To see this, put $z=\langle x,Ay\rangle$. Symmetry gives $\langle y,Ax\rangle=\bar z$. For real $t$, the expectation value of $A$ in the vector $tzx+y$ is

$$t^2|z|^2\langle x,Ax\rangle+t\bar z\,z+tz\,\bar z+\langle y,Ay\rangle
=|z|^2\langle x,Ax\rangle\,t^2+2|z|^2t+\langle y,Ay\rangle .$$

This is non-negative for every $t$, so its discriminant is not positive:

$$4|z|^4-4|z|^2\langle x,Ax\rangle\langle y,Ay\rangle\le0 .$$

If $z\ne0$, division by $4|z|^2$ gives the claim. If $z=0$, the claim says only that a product of two non-negative numbers is non-negative.

In the proof, `key` is the non-negative quadratic, obtained by expanding real and imaginary parts, and `discrim_le_zero` supplies the discriminant condition. The final case split is the one on $z$.

```lean
/-- Cauchy-Schwarz inequality for the form `⟨x, A y⟩` of a positive operator `A`. -/
theorem cauchy_schwarz_pos {A : H →ₗ[ℂ] H} (hA : IsPos A) (x y : H) :
    ‖⟪x, A y⟫_ℂ‖ ^ 2 ≤ prob A x * prob A y := by
  obtain ⟨z, hz⟩ : ∃ z, z = ⟪x, A y⟫_ℂ := ⟨_, rfl⟩
  have hyx : ⟪y, A x⟫_ℂ = conj z := by
    rw [hz, inner_conj_symm]
    exact (hA.1 y x).symm
  rw [← hz]
  -- the expectation value in `t z x + y` is a non-negative quadratic in `t`
  have key : ∀ t : ℝ,
      0 ≤ (‖z‖ ^ 2 * prob A x) * (t * t) + (2 * ‖z‖ ^ 2) * t + prob A y := by
    intro t
    have h := hA.2 (((t : ℂ) * z) • x + y)
    have e : prob A (((t : ℂ) * z) • x + y)
        = (‖z‖ ^ 2 * prob A x) * (t * t) + (2 * ‖z‖ ^ 2) * t + prob A y := by
      rw [Complex.sq_norm, Complex.normSq_apply]
      simp only [prob, map_add, map_smul, inner_add_left, inner_add_right, inner_smul_left,
        inner_smul_right, hyx, ← hz, map_mul, Complex.conj_ofReal, Complex.add_re,
        Complex.add_im, Complex.mul_re, Complex.mul_im, Complex.conj_re, Complex.conj_im,
        Complex.ofReal_re, Complex.ofReal_im]
      ring
    rwa [e] at h
  have d := discrim_le_zero key
  unfold discrim at d
  rcases eq_or_ne z 0 with h0 | h0
  · rw [h0, norm_zero, zero_pow two_ne_zero]
    exact mul_nonneg (hA.2 x) (hA.2 y)
  · have hp : 0 < ‖z‖ ^ 2 := pow_pos (norm_pos_iff.mpr h0) 2
    exact le_of_mul_le_mul_left (by nlinarith) hp
```

## Zero error leaves the whole overlap to the inconclusive outcome

Apply the inequality to $E$ and to $F$:

$$|\langle u,Ev\rangle|^2\le\langle u,Eu\rangle\langle v,Ev\rangle=0,\qquad
|\langle u,Fv\rangle|^2\le\langle u,Fu\rangle\langle v,Fv\rangle=0 .$$

Neither conclusive outcome has a matrix element between the two states. Completeness then gives

$$\langle u,v\rangle=\langle u,Ev\rangle+\langle u,Fv\rangle+\langle u,Rv\rangle=\langle u,Rv\rangle ,$$

and Cauchy–Schwarz for $R$ yields

$$|\langle u,v\rangle|^2\le\langle u,Ru\rangle\,\langle v,Rv\rangle .$$

The theorem states this for arbitrary vectors $u$ and $v$. For non-zero vectors, dividing by $\|u\|^2\|v\|^2$ turns it into a statement about the normalised overlap and true probabilities. In the proof, `hE` and `hF` are the two vanishing matrix elements, and `hs` is the identity $\langle u,v\rangle=\langle u,Rv\rangle$.

```lean
/-- The expectation values of the inconclusive operator `R` of an error-free measurement obey
`|⟨u, v⟩|² ≤ ⟨u, R u⟩ ⟨v, R v⟩`. -/
theorem inconclusive_product {u v : H} {E F R : H →ₗ[ℂ] H} (h : IsUnambiguous u v E F R) :
    ‖⟪u, v⟫_ℂ‖ ^ 2 ≤ prob R u * prob R v := by
  -- the conclusive outcomes have no matrix element between `u` and `v`
  have hE : ⟪u, E v⟫_ℂ = 0 := by
    have h1 := cauchy_schwarz_pos h.posE u v
    rw [h.noErrorE, mul_zero] at h1
    exact norm_eq_zero.mp ((pow_eq_zero_iff two_ne_zero).mp (le_antisymm h1 (sq_nonneg _)))
  have hF : ⟪u, F v⟫_ℂ = 0 := by
    have h1 := cauchy_schwarz_pos h.posF u v
    rw [h.noErrorF, zero_mul] at h1
    exact norm_eq_zero.mp ((pow_eq_zero_iff two_ne_zero).mp (le_antisymm h1 (sq_nonneg _)))
  have h1 : E v + F v + R v = v := LinearMap.congr_fun h.complete v
  have hs : ⟪u, v⟫_ℂ = ⟪u, R v⟫_ℂ := by
    calc ⟪u, v⟫_ℂ = ⟪u, E v + F v + R v⟫_ℂ := by rw [h1]
      _ = ⟪u, R v⟫_ℂ := by
        rw [inner_add_right, inner_add_right, hE, hF, zero_add, zero_add]
  rw [hs]
  exact cauchy_schwarz_pos h.posR u v
```

## From the product to the mean

Write $r_u=\langle u,Ru\rangle$ and $r_v=\langle v,Rv\rangle$, and let the states occur with prior weights $p,q\ge0$. Since $(pr_u-qr_v)^2\ge0$,

$$(pr_u+qr_v)^2\ge4pq\,r_ur_v\ge4pq\,|\langle u,v\rangle|^2 .$$

Both $pr_u+qr_v$ and $2\sqrt{pq}\,|\langle u,v\rangle|$ are non-negative, so taking square roots gives

$$pr_u+qr_v\ge2\sqrt{pq}\,|\langle u,v\rangle| .$$

The left side is the mean inconclusive probability when $p+q=1$ and the states are normalised; the inequality itself needs neither condition. At very unequal priors the bound cannot always be reached. For non-orthogonal unit vectors at $p=1$, $q=0$ its right side is 0, but $r_v\le1$ and the product bound give $r_u\ge|\langle u,v\rangle|^2>0$. The Lean proof also compares squares, and the term passed to `nlinarith` is the square $(pr_u-qr_v)^2$.

```lean
/-- For an error-free measurement and weights `p, q ≥ 0`, the sum `p ⟨u, R u⟩ + q ⟨v, R v⟩` is at
least `2 √(p q) |⟨u, v⟩|`. For unit vectors and `p + q = 1` the sum is the mean inconclusive
probability. -/
theorem inconclusive_priors {u v : H} {E F R : H →ₗ[ℂ] H} (h : IsUnambiguous u v E F R)
    {p q : ℝ} (hp : 0 ≤ p) (hq : 0 ≤ q) :
    2 * √(p * q) * ‖⟪u, v⟫_ℂ‖ ≤ p * prob R u + q * prob R v := by
  have hpq := mul_nonneg hp hq
  have h1 := mul_le_mul_of_nonneg_left (inconclusive_product h) hpq
  refine (le_abs_self _).trans (abs_le_of_sq_le_sq ?_
    (add_nonneg (mul_nonneg hp (h.posR.2 u)) (mul_nonneg hq (h.posR.2 v))))
  rw [mul_pow, mul_pow, Real.sq_sqrt hpq]
  nlinarith [sq_nonneg (p * prob R u - q * prob R v)]
```

Setting $p=q=1$ and halving gives the equal-prior bound used for the optical link:

$$\tfrac12(r_u+r_v)\ge|\langle u,v\rangle| .$$

```lean
/-- For an error-free measurement, the average of `⟨u, R u⟩` and `⟨v, R v⟩` is at least `|⟨u, v⟩|`.
For unit vectors this average is the mean inconclusive probability at equal priors. -/
theorem inconclusive_mean {u v : H} {E F R : H →ₗ[ℂ] H} (h : IsUnambiguous u v E F R) :
    ‖⟪u, v⟫_ℂ‖ ≤ (prob R u + prob R v) / 2 := by
  have h1 := inconclusive_priors h zero_le_one zero_le_one
  simp only [mul_one, one_mul, Real.sqrt_one] at h1
  linarith
```

## Detectors built from rank-one operators

To show that the equal-prior bound can be reached, one needs concrete detectors. The building block is $|a\rangle\langle a|$, which sends $x$ to $\langle a,x\rangle a$. It is a projector when $a$ is a unit vector.

```lean
/-- The operator `|a⟩⟨a|`. -/
def ketbra (a : H) : H →ₗ[ℂ] H where
  toFun x := ⟪a, x⟫_ℂ • a
  map_add' x y := by rw [inner_add_right, add_smul]
  map_smul' c x := by rw [inner_smul_right, mul_smul, RingHom.id_apply]
```

With a real weight $k$, its expectation value is

$$\langle x,k\langle a,x\rangle a\rangle=k\langle a,x\rangle\langle x,a\rangle=k|\langle a,x\rangle|^2 .$$

```lean
/-- The expectation value of `k |a⟩⟨a|` in `x` is `k |⟨a, x⟩|²`. -/
theorem prob_ketbra (k : ℝ) (a x : H) :
    prob ((k : ℂ) • ketbra a) x = k * ‖⟪a, x⟫_ℂ‖ ^ 2 := by
  have e : ⟪x, ((k : ℂ) • ketbra a) x⟫_ℂ = ((k * ‖⟪a, x⟫_ℂ‖ ^ 2 : ℝ) : ℂ) := by
    change ⟪x, (k : ℂ) • (⟪a, x⟫_ℂ • a)⟫_ℂ = _
    rw [inner_smul_right, inner_smul_right, ← inner_conj_symm x a, Complex.mul_conj,
      Complex.normSq_eq_norm_sq, ← Complex.ofReal_mul]
  unfold prob
  rw [e, Complex.ofReal_re]
```

For $k\ge0$ this is non-negative. The operator is also symmetric, because

$$\langle k\langle a,x\rangle a,y\rangle=k\langle x,a\rangle\langle a,y\rangle=\langle x,k\langle a,y\rangle a\rangle .$$

```lean
/-- For `k ≥ 0` the operator `k |a⟩⟨a|` is positive. -/
theorem isPos_ketbra {k : ℝ} (hk : 0 ≤ k) (a : H) : IsPos ((k : ℂ) • ketbra a) := by
  refine ⟨fun x y => ?_, fun x => ?_⟩
  · change ⟪(k : ℂ) • (⟪a, x⟫_ℂ • a), y⟫_ℂ = ⟪x, (k : ℂ) • (⟪a, y⟫_ℂ • a)⟫_ℂ
    rw [inner_smul_left, inner_smul_left, inner_smul_right, inner_smul_right,
      inner_conj_symm, Complex.conj_ofReal]
    ring
  · rw [prob_ketbra]
    positivity
```

## A qubit measurement that reaches the bound

The example uses qubit vectors with real amplitudes, written $(a,b)$ for components 0 and 1.

```lean
/-- The qubit vector with real amplitudes `a` and `b`. -/
def qubit (a b : ℝ) : EuclideanSpace ℂ (Fin 2) := !₂[(a : ℂ), (b : ℂ)]
```

Take $u=(c,s)$ and $v=(c,-s)$ with $0\le s\le c$ and $c^2+s^2=1$. Both are unit vectors, and $\langle u,v\rangle=c^2-s^2\ge0$. The unit vector $(s,c)$ is orthogonal to $v$, and $(s,-c)$ is orthogonal to $u$. Each detector is therefore blind to the state it must not announce:

$$E=\frac{1}{2c^2}|(s,c)\rangle\langle(s,c)|,\qquad
F=\frac{1}{2c^2}|(s,-c)\rangle\langle(s,-c)| .$$

The off-diagonal entries cancel in the sum, leaving

$$E+F=\begin{pmatrix}s^2/c^2&0\\0&1\end{pmatrix},\qquad
R=I-E-F=\Bigl(1-\frac{s^2}{c^2}\Bigr)|(1,0)\rangle\langle(1,0)| .$$

$R$ is positive because $s\le c$. Both states have amplitude $c$ on $(1,0)$, so

$$r_u=r_v=\Bigl(1-\frac{s^2}{c^2}\Bigr)c^2=c^2-s^2=|\langle u,v\rangle| .$$

The endpoints make sense: for $s=0$ the states coincide and the measurement always declines; for $s=c$ they are orthogonal and it never does.

The theorem states that this is an unambiguous measurement and that both inconclusive probabilities equal the overlap. Its proof abbreviates $k=1/(2c^2)$, so that $2kc^2=1$. The helpers `hx` and `hi` compute inner products, and `hn` evaluates the overlap. Completeness is checked on each component of an arbitrary vector; the last two goals are the values of $r_u$ and $r_v$, closed by `linear_combination` from $2kc^2=1$.

Attainment is proved for this one-parameter qubit family only. Carrying the construction over to another pair of pure states takes a choice of basis and phase. In more than two dimensions the operators must also be completed outside the span of the two states, for example by adding the projector onto its orthogonal complement to $R$. This extension is not proved here.

```lean
/-- The limit is attained: for the qubit states `(c, s)` and `(c, -s)` with `0 ≤ s ≤ c` and
`c² + s² = 1`, this error-free measurement is inconclusive with probability `|⟨u, v⟩|` on each. -/
theorem limit_attained_witness {c s : ℝ} (hs : 0 ≤ s) (hsc : s ≤ c) (h1 : c ^ 2 + s ^ 2 = 1) :
    IsUnambiguous (qubit c s) (qubit c (-s))
      (((1 / (2 * c ^ 2) : ℝ) : ℂ) • ketbra (qubit s c))
      (((1 / (2 * c ^ 2) : ℝ) : ℂ) • ketbra (qubit s (-c)))
      (((1 - s ^ 2 / c ^ 2 : ℝ) : ℂ) • ketbra (qubit 1 0)) ∧
    prob (((1 - s ^ 2 / c ^ 2 : ℝ) : ℂ) • ketbra (qubit 1 0)) (qubit c s)
      = ‖⟪qubit c s, qubit c (-s)⟫_ℂ‖ ∧
    prob (((1 - s ^ 2 / c ^ 2 : ℝ) : ℂ) • ketbra (qubit 1 0)) (qubit c (-s))
      = ‖⟪qubit c s, qubit c (-s)⟫_ℂ‖ := by
  have hc : 0 < c := by nlinarith
  have hsq : s ^ 2 ≤ c ^ 2 := pow_le_pow_left₀ hs hsc 2
  obtain ⟨k, hk⟩ : ∃ k : ℝ, k = 1 / (2 * c ^ 2) := ⟨_, rfl⟩
  have hk0 : 0 ≤ k := by rw [hk]; positivity
  have hk1 : 2 * k * c ^ 2 = 1 := by rw [hk]; field_simp
  have hkC : 2 * (k : ℂ) * (c : ℂ) ^ 2 = 1 := by exact_mod_cast hk1
  have hr : 1 - s ^ 2 / c ^ 2 = 1 - 2 * k * s ^ 2 := by rw [hk]; ring
  have hx : ∀ (a b : ℝ) (x : EuclideanSpace ℂ (Fin 2)),
      ⟪qubit a b, x⟫_ℂ = (a : ℂ) * x 0 + (b : ℂ) * x 1 := by
    intro a b x
    simp [qubit, PiLp.inner_apply, Fin.sum_univ_two, mul_comm]
  have hi : ∀ a b a' b' : ℝ,
      ⟪qubit a b, qubit a' b'⟫_ℂ = ((a * a' + b * b' : ℝ) : ℂ) := by
    intro a b a' b'
    rw [hx]
    simp [qubit]
  have hn : ‖⟪qubit c s, qubit c (-s)⟫_ℂ‖ = c ^ 2 - s ^ 2 := by
    rw [hi, Complex.norm_real, Real.norm_eq_abs, abs_of_nonneg (by nlinarith)]
    ring
  rw [hr, ← hk, hn]
  refine ⟨⟨isPos_ketbra hk0 _, isPos_ketbra hk0 _, isPos_ketbra (by nlinarith) _,
    ?_, ?_, ?_⟩, ?_, ?_⟩
  · -- completeness, component by component
    refine LinearMap.ext fun x => ?_
    ext i
    fin_cases i
    · change (k : ℂ) * (⟪qubit s c, x⟫_ℂ * (s : ℂ)) + (k : ℂ) * (⟪qubit s (-c), x⟫_ℂ * (s : ℂ))
        + ((1 - 2 * k * s ^ 2 : ℝ) : ℂ) * (⟪qubit 1 0, x⟫_ℂ * ((1 : ℝ) : ℂ)) = x 0
      simp only [hx]
      push_cast
      ring
    · change (k : ℂ) * (⟪qubit s c, x⟫_ℂ * (c : ℂ))
        + (k : ℂ) * (⟪qubit s (-c), x⟫_ℂ * ((-c : ℝ) : ℂ))
        + ((1 - 2 * k * s ^ 2 : ℝ) : ℂ) * (⟪qubit 1 0, x⟫_ℂ * ((0 : ℝ) : ℂ)) = x 1
      simp only [hx]
      push_cast
      linear_combination x 1 * hkC
  all_goals rw [prob_ketbra, hi, Complex.norm_real, Real.norm_eq_abs, sq_abs]
  · ring
  · ring
  · linear_combination (-s ^ 2) * hk1
  · linear_combination (-s ^ 2) * hk1

end

end UnambiguousDiscrimination
```

```lean
#print axioms UnambiguousDiscrimination.inconclusive_mean
```

```
'UnambiguousDiscrimination.inconclusive_mean' depends on axioms: [propext, Classical.choice, Quot.sound]
```

## An overlap of 0.6 in numbers

Take $c=2/\sqrt5$ and $s=1/\sqrt5$. The states are $u=(2,1)/\sqrt5$ and $v=(2,-1)/\sqrt5$, with overlap $(4-1)/5=0.6$. The weight $1/(2c^2)$ is $5/8$, and the operators are

$$E=\frac18\begin{pmatrix}1&2\\2&4\end{pmatrix},\quad
F=\frac18\begin{pmatrix}1&-2\\-2&4\end{pmatrix},\quad
R=\begin{pmatrix}3/4&0\\0&0\end{pmatrix}.$$

They add up to the identity. On $u$ the inconclusive probability is $\tfrac34\cdot\tfrac45=0.6$, the correct answer has probability $\tfrac18\cdot\tfrac{16}{5}=0.4$, and the wrong answer has probability 0. The same values hold on $v$ with the roles of $E$ and $F$ exchanged.

A simpler receiver projects onto $v$ and its orthogonal complement. It announces $u$ when the result is orthogonal to $v$ and otherwise declines, so that $F=0$ and $R=|v\rangle\langle v|$. Then $r_u=0.36$ and $r_v=1$. The product is $0.36=0.6^2$, so the product bound is met exactly, but the equal-prior mean is $0.68$, above the minimum of $0.6$.
